# Auger cascades with integer hole depths: at most 2^d − 1 events and 2^d holes from one hole of depth d

## From one core hole to a highly charged ion

An X-ray photon removes an electron from an inner shell of an atom. In an Auger event, an electron from a higher level fills the hole and another electron is ejected, so one hole is replaced by two shallower ones. If these are still deep enough, they decay in turn. Every event costs the atom one more electron. How many can it lose this way, if all that is known is how deep the first hole was?

Give each hole a depth, a natural number. A hole of depth 0 can't decay any further. A hole of depth d > 0 can be replaced by two holes of any depths a and b with a < d and b < d, while all other holes are spectators. The strict inequalities say that both new holes lie higher in the atom than the old one. If depth counts whole shells, this excludes Coster–Kronig decay, where one new hole stays in the same shell; if depth counts subshells in order of binding energy, with L1, L2 and L3 all distinct, such decay fits the rule.

## The largest numbers of events and holes

For a configuration s of holes, let |s| be the number of holes and define the capacity

cap(s) = sum of 2^depth over the holes in s.

Three results are proved:

- From any s, the largest possible number of events is cap(s) − |s| (`max_events`).
- From one hole of depth d, the largest number of events is 2^d − 1 and the largest number of holes is 2^d (`worst_case_ionization`).
- A cascade of 2^d − 1 events from one hole of depth d leaves 2^d holes, all of depth 0 (`longest_cascade_final_state`).

In Lean a configuration is a `Multiset ℕ`: it records how many holes there are of each depth, and nothing else. `AugerEvent s t` says that one event leads from s to t, and `Cascade s n t` that n successive events do. A cascade may stop at any point, even if further decay is possible. `IsGreatest` says that a number belongs to a set and that no member exceeds it, so each maximum is both a bound and a value that occurs. The subtraction in `max_events` is that of natural numbers, which would cut a negative result off at 0, but |s| never exceeds cap(s).

The model has no energies, rates, selection rules or limits on shell occupancy. Such restrictions only remove cascades, so the upper bounds survive them, but a real atom may be unable to reach the maximum: it may not have 2^d electrons in its outermost level. Radiative decay and the ejection of two electrons in one event are left out. For a simulation that follows only events of this two-hole kind, the result limits the length of every decay path in advance.

## Why a hole of depth d weighs 2^d

Let an event replace a hole of depth d by holes of depths a and b. Depths are integers, so a + 1 ≤ d and b + 1 ≤ d, and hence

2 · 2^a ≤ 2^d and 2 · 2^b ≤ 2^d.

Adding these and halving gives

2^a + 2^b ≤ 2^d.

The capacity therefore never increases. Each hole contributes at least 2^0 = 1 to it, so |t| ≤ cap(t) for every configuration t. Each event also adds exactly one hole, so if n events lead from s to t, then

|s| + n = |t| ≤ cap(t) ≤ cap(s).

This gives n ≤ cap(s) − |s|. For a single hole of depth d, |s| = 1 and cap(s) = 2^d, so there are at most 2^d − 1 events and at most 2^d holes.

## A cascade that reaches the bound

Let every hole decay by the smallest possible step in depth, from depth d + 1 to two holes of depth d. By induction, a hole of depth d can turn into 2^d holes of depth 0. For d = 0 it already is one. A hole of depth d + 1 first gives two of depth d, and each of these gives 2^d holes of depth 0, which makes

2^d + 2^d = 2^(d+1).

Starting from any s, the holes can decay in this way one after another. The end is cap(s) holes of depth 0, and since each event adds one hole, there were cap(s) − |s| events. For d = 2 the depths run

{2} → {1, 1} → {1, 0, 0} → {0, 0, 0, 0},

with three events and four holes.

Now take any cascade of 2^d − 1 events from one hole of depth d. It ends with 2^d holes. If one of them had positive depth, it could decay into two holes of depth 0, and the cascade would have 2^d events, one more than the bound allows. So all of them have depth 0.

## The cascade in Lean

```lean
import Mathlib

namespace AugerCascade

/-- An Auger event: one hole of depth `d` is replaced by two holes of strictly smaller
depths `a` and `b`, while the remaining holes `r` are spectators. -/
inductive AugerEvent : Multiset ℕ → Multiset ℕ → Prop
  | decay (r : Multiset ℕ) (d a b : ℕ) (ha : a < d) (hb : b < d) :
      AugerEvent (d ::ₘ r) (a ::ₘ b ::ₘ r)

/-- `Cascade s n t` says that `n` successive Auger events lead from the vacancy
configuration `s` to the configuration `t`. -/
inductive Cascade (s : Multiset ℕ) : ℕ → Multiset ℕ → Prop
  | start : Cascade s 0 s
  | next {n : ℕ} {t u : Multiset ℕ} :
      Cascade s n t → AugerEvent t u → Cascade s (n + 1) u

/-- The capacity of a vacancy configuration: the sum of `2 ^ depth` over its holes. -/
def capacity (s : Multiset ℕ) : ℕ := (s.map (fun d => 2 ^ d)).sum

/-- After `n` Auger events there are exactly `n` more holes than at the start. -/
theorem card_of_cascade {s t : Multiset ℕ} {n : ℕ} (h : Cascade s n t) :
    Multiset.card t = Multiset.card s + n := by
  induction h with
  | start => rfl
  | next _ e ih =>
    cases e with
    | decay r d a b ha hb =>
      simp only [Multiset.card_cons] at ih ⊢
      omega

/-- An Auger event never increases the capacity. -/
theorem capacity_of_event {s t : Multiset ℕ} (h : AugerEvent s t) :
    capacity t ≤ capacity s := by
  cases h with
  | decay r d a b ha hb =>
    -- each new hole carries at most half the weight of the old one
    have h1 : (2 : ℕ) ^ (a + 1) ≤ 2 ^ d :=
      Nat.pow_le_pow_right (by norm_num) (Nat.succ_le_of_lt ha)
    have h2 : (2 : ℕ) ^ (b + 1) ≤ 2 ^ d :=
      Nat.pow_le_pow_right (by norm_num) (Nat.succ_le_of_lt hb)
    rw [pow_succ] at h1 h2
    simp only [capacity, Multiset.map_cons, Multiset.sum_cons]
    omega

/-- A configuration never has more holes than its capacity. -/
theorem card_le_capacity (s : Multiset ℕ) : Multiset.card s ≤ capacity s := by
  induction s using Multiset.induction_on with
  | empty => simp [capacity]
  | cons d s ih =>
    have hd : 1 ≤ 2 ^ d := Nat.one_le_two_pow
    simp only [capacity, Multiset.map_cons, Multiset.sum_cons, Multiset.card_cons] at ih ⊢
    omega

/-- The number of initial holes plus the number of Auger events is at most the
capacity of the initial configuration. -/
theorem card_add_events_le {s t : Multiset ℕ} {n : ℕ} (h : Cascade s n t) :
    Multiset.card s + n ≤ capacity s := by
  have hcap : capacity t ≤ capacity s := by
    induction h with
    | start => exact le_refl _
    | next _ e ih => exact (capacity_of_event e).trans ih
  rw [← card_of_cascade h]
  exact (card_le_capacity t).trans hcap

/-- Two cascades, the second starting where the first ends, join into one whose number
of events is the sum. -/
theorem Cascade.trans {s t u : Multiset ℕ} {n m : ℕ} (h₁ : Cascade s n t)
    (h₂ : Cascade t m u) : Cascade s (n + m) u := by
  induction h₂ with
  | start => exact h₁
  | next _ e ih => exact ih.next e

/-- Beside any spectator holes `r`, a hole of depth `d` can decay into `2 ^ d` holes of
depth zero. -/
theorem hole_decays_fully (d : ℕ) : ∀ r : Multiset ℕ,
    ∃ n, Cascade (d ::ₘ r) n (Multiset.replicate (2 ^ d) 0 + r) := by
  induction d with
  | zero =>
    intro r
    have h : Multiset.replicate (2 ^ 0) (0 : ℕ) + r = 0 ::ₘ r := by
      rw [pow_zero, Multiset.replicate_one, Multiset.singleton_add]
    rw [h]
    exact ⟨0, Cascade.start⟩
  | succ d ih =>
    intro r
    -- the first event makes two holes of depth `d`, which then decay one after the other
    have first : Cascade ((d + 1) ::ₘ r) 1 (d ::ₘ d ::ₘ r) :=
      Cascade.start.next (AugerEvent.decay r (d + 1) d d (by omega) (by omega))
    obtain ⟨n, hn⟩ := ih (d ::ₘ r)
    rw [Multiset.add_cons] at hn
    obtain ⟨m, hm⟩ := ih (Multiset.replicate (2 ^ d) 0 + r)
    have hend : Multiset.replicate (2 ^ (d + 1)) (0 : ℕ) + r
        = Multiset.replicate (2 ^ d) 0 + (Multiset.replicate (2 ^ d) 0 + r) := by
      rw [pow_succ, mul_two, Multiset.replicate_add, add_assoc]
    rw [hend]
    exact ⟨_, (first.trans hn).trans hm⟩

/-- From any initial vacancy configuration, the largest possible number of Auger events
is its capacity minus its number of holes. -/
theorem max_events (s : Multiset ℕ) :
    IsGreatest {n | ∃ t, Cascade s n t} (capacity s - Multiset.card s) := by
  -- let the initial holes decay fully one by one, the others being spectators
  have full : ∀ r : Multiset ℕ,
      ∃ n, Cascade (s + r) n (Multiset.replicate (capacity s) 0 + r) := by
    induction s using Multiset.induction_on with
    | empty =>
      intro r
      have h : Multiset.replicate (capacity 0) (0 : ℕ) + r = 0 + r := by simp [capacity]
      rw [h]
      exact ⟨0, Cascade.start⟩
    | cons d s ih =>
      intro r
      obtain ⟨n, hn⟩ := hole_decays_fully d (s + r)
      obtain ⟨m, hm⟩ := ih (Multiset.replicate (2 ^ d) 0 + r)
      rw [add_left_comm] at hn
      have hcap : capacity (d ::ₘ s) = capacity s + 2 ^ d := by
        simp only [capacity, Multiset.map_cons, Multiset.sum_cons]
        omega
      rw [hcap, Multiset.replicate_add, add_assoc, Multiset.cons_add]
      exact ⟨_, hn.trans hm⟩
  constructor
  · obtain ⟨n, hn⟩ := full 0
    rw [add_zero, add_zero] at hn
    have hc := card_of_cascade hn
    rw [Multiset.card_replicate] at hc
    have hval : capacity s - Multiset.card s = n := by omega
    rw [hval]
    exact ⟨_, hn⟩
  · rintro n ⟨t, ht⟩
    have hb := card_add_events_le ht
    omega

/-- For a cascade that starts from one hole of depth `d`, the largest possible number of
Auger events is `2 ^ d - 1` and the largest possible number of holes is `2 ^ d`. -/
theorem worst_case_ionization (d : ℕ) :
    IsGreatest {n | ∃ t, Cascade {d} n t} (2 ^ d - 1) ∧
    IsGreatest {k | ∃ n t, Cascade {d} n t ∧ Multiset.card t = k} (2 ^ d) := by
  have hcap : capacity {d} = 2 ^ d := by simp [capacity]
  have hmax := max_events {d}
  rw [hcap, Multiset.card_singleton] at hmax
  refine ⟨hmax, ?_, ?_⟩
  · obtain ⟨t, ht⟩ := hmax.1
    have hc := card_of_cascade ht
    rw [Multiset.card_singleton] at hc
    have hd : 1 ≤ 2 ^ d := Nat.one_le_two_pow
    exact ⟨_, t, ht, by omega⟩
  · rintro k ⟨n, t, ht, rfl⟩
    rw [card_of_cascade ht, ← hcap]
    exact card_add_events_le ht

/-- A cascade of `2 ^ d - 1` events from one hole of depth `d` ends with exactly `2 ^ d`
holes, all of depth zero. -/
theorem longest_cascade_final_state {d : ℕ} {t : Multiset ℕ}
    (h : Cascade {d} (2 ^ d - 1) t) : t = Multiset.replicate (2 ^ d) 0 := by
  have hd : 1 ≤ 2 ^ d := Nat.one_le_two_pow
  rw [Multiset.eq_replicate]
  constructor
  · have hc := card_of_cascade h
    rw [Multiset.card_singleton] at hc
    omega
  · intro x hx
    by_contra hne
    -- a remaining hole of positive depth would allow one event too many
    obtain ⟨r, rfl⟩ := Multiset.exists_cons_of_mem hx
    have hpos : 0 < x := Nat.pos_of_ne_zero hne
    have hlong := h.next (AugerEvent.decay r x 0 0 hpos hpos)
    have hb := (worst_case_ionization d).1.2 ⟨_, hlong⟩
    omega

end AugerCascade
```

```lean
#print axioms AugerCascade.longest_cascade_final_state
```

```
'AugerCascade.longest_cascade_final_state' depends on axioms: [propext, Classical.choice, Quot.sound]
```

## Induction over events, depths and holes

`card_of_cascade` counts holes by induction over the events. `capacity_of_event` is the inequality for one event: `h1` and `h2` are the two doubled inequalities, and `omega` combines them. `card_le_capacity` adds the holes one at a time, each with weight at least 1. `card_add_events_le` chains these facts into the upper bound.

For attainment, `Cascade.trans` joins two cascades end to end. `hole_decays_fully` is the induction on depth. Its claim is made for all spectators `r`, because the induction hypothesis is used twice with different ones: while the first hole of depth d decays, the second is a spectator, and afterwards the products of the first are spectators for the second.

This lemma doesn't say how many events are needed. In `max_events`, the step `full` lets all initial holes decay in turn, and `card_of_cascade` then recovers the number of events from the hole counts.

`worst_case_ionization` sets s = {d} and converts events to holes. In `longest_cascade_final_state`, `Multiset.eq_replicate` splits the goal into the number of holes and their depths. For the depths, `hlong` is the cascade with one event too many, and `hb` is the bound that it violates.
